# For positive $V_0$ and $B_0$, the third-order Birch–Murnaghan energy has its global minimum at $V_0$ exactly when $4 \le B_1 \le 6$

A Birch–Murnaghan fit can return a sensible equilibrium volume and a positive bulk modulus, and still describe a curve that falls below its equilibrium value at other volumes. A minimiser that searches this curve over a wide volume range may then run off to extreme compression or expansion. The residuals of the fit give no warning, because they test the curve only at the fitted volumes. Nor does the presence of a minimum: for positive $V_0$ and $B_0$ the curve has a proper local minimum at $V_0$ for every value of $B_1$.

## The sign of one linear factor

Let $V_0$ be the fitted equilibrium volume, $B_0$ the bulk modulus there and $B_1$ its pressure derivative. With $y = (V_0/V)^{2/3}$, the energy relative to equilibrium is

$$E(V) - E(V_0) = \frac{9V_0B_0}{16}\,(y-1)^2\,L(y), \qquad L(y) = (B_1-4)\,y + 6 - B_1 .$$

For $V_0, B_0 > 0$, the inequality $E(V_0) \le E(V)$ holds at every $V > 0$ if and only if $4 \le B_1 \le 6$, and the minimiser is then unique. Outside that interval the energy drops below $E(V_0)$ beyond a crossing volume:

- If $B_1 < 4$, this happens exactly for $V < V_0\left(\frac{4-B_1}{6-B_1}\right)^{3/2}$, and the energy is unbounded below under compression.
- If $B_1 > 6$, it happens exactly for $V > V_0\left(\frac{B_1-4}{B_1-6}\right)^{3/2}$.

For example, $B_1 = 3$ puts the crossing at about $0.19\,V_0$, and $B_1 = 7$ puts it at about $5.2\,V_0$.

## Where a code meets the condition

Equation-of-state codes fit total energies at several volumes. The fitted curve can then be used in place of new calculations, for instance when minimising $E(V) + PV$ at a given pressure $P$. The condition above is for $P = 0$. The result tells an electronic-structure user whether the minimum of the fitted curve at $V_0$ is global; it says nothing about the energy of the material outside the fitted range.

The check needs only the fitted parameters:

```python
if b1 < 4:
    v_cross = v0 * ((4 - b1) / (6 - b1))**1.5   # lower energy for v < v_cross
elif b1 > 6:
    v_cross = v0 * ((b1 - 4) / (b1 - 6))**1.5   # lower energy for v > v_cross
```

A value of $B_1$ outside $[4,6]$ is no reason to reject a fit. It is a reason to restrict the search interval. The interval should end well before the crossing volume, since the curve is level with $E(V_0)$ at both $V_0$ and the crossing and higher in between. It therefore turns over before the crossing, and a descent method started past that maximum already moves away from $V_0$. This can also happen when $V_0$ is the global minimum. Differentiating the factored form shows that for $16/3 < B_1 \le 6$ the curve has a maximum at $y = \frac{3B_1-16}{3(B_1-4)} < 1$, and from there the energy falls towards larger volumes.

Some codes fit the same curve as a cubic polynomial in $V^{-2/3}$. Its leading coefficient has the sign of $B_1 - 4$, so a negative one signals the unbounded case.

## From the cubic form to the interval

The customary form of the energy, up to an additive constant, is

$$E(V) = c\left[(y-1)^3 B_1 + (y-1)^2(6-4y)\right], \qquad c = \frac{9V_0B_0}{16} > 0 .$$

Taking out $(y-1)^2$ leaves $(y-1)B_1 + 6 - 4y = (B_1-4)y + 6 - B_1 = L(y)$. At $V = V_0$ we have $y = 1$ and the bracket vanishes, which gives the factored identity.

**When the energy is lower.** Since $c(y-1)^2 \ge 0$, the difference can be negative only if $L(y) < 0$. Conversely, suppose $L(y) < 0$. Because $L(1) = 2$, we have $y \ne 1$, so $(y-1)^2 > 0$ and the difference is negative. Hence $E(V) < E(V_0)$ exactly when $L(y) < 0$.

**Sufficiency.** If $4 \le B_1 \le 6$, then $(B_1-4)y \ge 0$ and $6-B_1 \ge 0$ for every $y > 0$, so $L(y) \ge 0$. The coefficients $B_1-4$ and $6-B_1$ add up to 2, so they are not both zero and in fact $L(y) > 0$. For $V \ne V_0$ we also have $y \ne 1$, and the energy is strictly higher.

**Necessity.** Every $y > 0$ occurs at a physical volume, namely $V = V_0/y^{3/2}$. It is therefore enough to find a $y > 0$ with $L(y) < 0$.

- For $B_1 < 4$, take $y = \frac{6-B_1}{4-B_1} + 1$. Then $L(y) = -(4-B_1) < 0$.
- For $B_1 > 6$, take $y = \frac{B_1-6}{2(B_1-4)}$. Then $L(y) = -\frac{B_1-6}{2} < 0$.

**Crossing volumes.** For $B_1 > 6$, $L(y) < 0$ means $y < \frac{B_1-6}{B_1-4}$. For $B_1 < 4$ it means $y > \frac{6-B_1}{4-B_1}$. Since $y$ decreases as $V$ increases, these become the volume conditions stated above.

**No lower bound for $B_1 < 4$.** Given a level $M$, set $k = |M - E(V_0)|/c$, $r = (3+k)/(4-B_1)$ and $y = 2 + r$. Then $L(y) = B_1 - 5 - k < -(1+k)$ and $(y-1)^2 \ge 1$, so

$$E(V) - E(V_0) \le -c(1+k) = -c - |M - E(V_0)| < M - E(V_0).$$

Since $y > 1$, this volume is smaller than $V_0$.

## The Lean file

```lean
import Mathlib

namespace BirchMurnaghanGlobalMinimum

noncomputable section

/-- The Birch-Murnaghan variable `y = (V0/V)^(2/3)`. -/
def compression (V0 V : ℝ) : ℝ := (V0 / V) ^ (2 / 3 : ℝ)

/-- The volume `V0 / y^(3/2)` belonging to a given value `y` of the compression variable. -/
def volumeAt (V0 y : ℝ) : ℝ := V0 / y ^ (3 / 2 : ℝ)

/-- The third-order Birch-Murnaghan energy, with equilibrium volume `V0`, bulk modulus `B0`
and pressure derivative `B1` as parameters. -/
def bmEnergy (V0 B0 B1 V : ℝ) : ℝ :=
  9 * V0 * B0 / 16 * ((compression V0 V - 1) ^ 3 * B1
    + (compression V0 V - 1) ^ 2 * (6 - 4 * compression V0 V))

/-- The energy relative to its value at `V0` is a square times a factor linear in `y`. -/
theorem bmEnergy_sub {V0 : ℝ} (hV0 : 0 < V0) (B0 B1 V : ℝ) :
    bmEnergy V0 B0 B1 V - bmEnergy V0 B0 B1 V0 =
      9 * V0 * B0 / 16 * ((compression V0 V - 1) ^ 2 *
        ((B1 - 4) * compression V0 V + 6 - B1)) := by
  have h1 : compression V0 V0 = 1 := by
    unfold compression
    rw [div_self hV0.ne', Real.one_rpow]
  unfold bmEnergy
  rw [h1]
  ring

/-- The compression variable is larger at the smaller of two volumes. -/
theorem compression_lt_iff {V0 V W : ℝ} (hV0 : 0 < V0) (hV : 0 < V) (hW : 0 < W) :
    compression V0 V < compression V0 W ↔ W < V := by
  unfold compression
  rw [Real.rpow_lt_rpow_iff (div_pos hV0 hV).le (div_pos hV0 hW).le (by norm_num),
    div_lt_div_iff₀ hV hW]
  exact ⟨fun h => lt_of_mul_lt_mul_left h hV0.le, fun h => mul_lt_mul_of_pos_left h hV0⟩

/-- Every positive value `y` of the compression variable is attained at the positive volume
`volumeAt V0 y`. -/
theorem volumeAt_spec {V0 y : ℝ} (hV0 : 0 < V0) (hy : 0 < y) :
    0 < volumeAt V0 y ∧ compression V0 (volumeAt V0 y) = y := by
  have hp : 0 < y ^ (3 / 2 : ℝ) := Real.rpow_pos_of_pos hy _
  have hne : V0 ≠ 0 := hV0.ne'
  have key : ∀ x : ℝ, x ≠ 0 → V0 / (V0 / x) = x := by
    intro x hx
    field_simp
  refine ⟨div_pos hV0 hp, ?_⟩
  unfold compression volumeAt
  rw [key _ hp.ne', ← Real.rpow_mul hy.le]
  norm_num

/-- The energy lies below its value at `V0` exactly when the linear factor is negative. -/
theorem bmEnergy_lt_iff {V0 B0 : ℝ} (hV0 : 0 < V0) (hB0 : 0 < B0) (B1 V : ℝ) :
    bmEnergy V0 B0 B1 V < bmEnergy V0 B0 B1 V0 ↔
      (B1 - 4) * compression V0 V + 6 - B1 < 0 := by
  have hc : 0 < 9 * V0 * B0 / 16 := by positivity
  have hs := bmEnergy_sub hV0 B0 B1 V
  constructor
  · intro h
    by_contra hn
    have h2 := mul_nonneg hc.le (mul_nonneg (sq_nonneg (compression V0 V - 1)) (not_lt.mp hn))
    linarith
  · intro h
    -- the linear factor equals 2 at y = 1, so here y differs from 1
    have hy : compression V0 V - 1 ≠ 0 := by
      intro h0
      have h1 : compression V0 V = 1 := by linarith
      rw [h1] at h
      linarith
    have h2 := mul_neg_of_pos_of_neg hc (mul_neg_of_pos_of_neg (pow_pos (abs_pos.mpr hy) 2) h)
    rw [sq_abs] at h2
    linarith

/-- The equilibrium volume `V0` is a global minimiser of the third-order Birch-Murnaghan
energy over all positive volumes exactly when `4 ≤ B1 ≤ 6`. -/
theorem globalMinimum_iff {V0 B0 : ℝ} (hV0 : 0 < V0) (hB0 : 0 < B0) (B1 : ℝ) :
    (∀ V : ℝ, 0 < V → bmEnergy V0 B0 B1 V0 ≤ bmEnergy V0 B0 B1 V) ↔ 4 ≤ B1 ∧ B1 ≤ 6 := by
  constructor
  · intro h
    -- minimality makes the linear factor nonnegative at every y > 0
    have key : ∀ y : ℝ, 0 < y → 0 ≤ (B1 - 4) * y + 6 - B1 := by
      intro y hy
      obtain ⟨hpos, hcomp⟩ := volumeAt_spec hV0 hy
      by_contra hn
      have hlt := (bmEnergy_lt_iff hV0 hB0 B1 (volumeAt V0 y)).2
        (by rw [hcomp]; exact not_le.mp hn)
      exact absurd (h _ hpos) (not_le.mpr hlt)
    constructor
    · -- strong compression excludes B1 < 4
      by_contra hB
      have hd : 0 < 4 - B1 := by linarith [not_le.mp hB]
      have hne : 4 - B1 ≠ 0 := hd.ne'
      obtain ⟨r, hr0, hr⟩ : ∃ r : ℝ, 0 < r ∧ (4 - B1) * r = 6 - B1 :=
        ⟨(6 - B1) / (4 - B1), div_pos (by linarith) hd, by field_simp⟩
      have h1 := key (r + 1) (by linarith)
      nlinarith
    · -- strong expansion excludes B1 > 6
      by_contra hB
      have hd : 0 < B1 - 6 := by linarith [not_le.mp hB]
      have h4 : 0 < B1 - 4 := by linarith
      have hne : B1 - 4 ≠ 0 := h4.ne'
      obtain ⟨r, hr0, hr⟩ : ∃ r : ℝ, 0 < r ∧ (B1 - 4) * r = (B1 - 6) / 2 :=
        ⟨(B1 - 6) / 2 / (B1 - 4), div_pos (by linarith) h4, by field_simp⟩
      have h1 := key r hr0
      linarith
  · rintro ⟨h4, h6⟩ V hV
    by_contra hn
    have hL := (bmEnergy_lt_iff hV0 hB0 B1 V).1 (not_le.mp hn)
    have hy : 0 < compression V0 V := Real.rpow_pos_of_pos (div_pos hV0 hV) _
    have h2 := mul_nonneg (sub_nonneg.mpr h4) hy.le
    linarith

/-- For `4 ≤ B1 ≤ 6` every positive volume other than `V0` has strictly higher energy. -/
theorem globalMinimum_unique {V0 B0 B1 V : ℝ} (hV0 : 0 < V0) (hB0 : 0 < B0)
    (h4 : 4 ≤ B1) (h6 : B1 ≤ 6) (hV : 0 < V) (hne : V ≠ V0) :
    bmEnergy V0 B0 B1 V0 < bmEnergy V0 B0 B1 V := by
  have hc : 0 < 9 * V0 * B0 / 16 := by positivity
  have hy : 0 < compression V0 V := Real.rpow_pos_of_pos (div_pos hV0 hV) _
  have h1 : compression V0 V0 = 1 := by
    unfold compression
    rw [div_self hV0.ne', Real.one_rpow]
  have hy1 : compression V0 V - 1 ≠ 0 := by
    intro h0
    rcases lt_or_gt_of_ne hne with h | h
    · have h2 := (compression_lt_iff hV0 hV0 hV).2 h
      linarith
    · have h2 := (compression_lt_iff hV0 hV hV0).2 h
      linarith
  -- the two coefficients of the linear factor are nonnegative and add up to 2
  have hL : 0 < (B1 - 4) * compression V0 V + 6 - B1 := by
    rcases h4.eq_or_lt with h | h
    · rw [← h]
      norm_num
    · have h2 := mul_pos (sub_pos.mpr h) hy
      linarith
  have h3 := mul_pos hc (mul_pos (pow_pos (abs_pos.mpr hy1) 2) hL)
  rw [sq_abs] at h3
  linarith [bmEnergy_sub hV0 B0 B1 V]

/-- For `B1 > 6` the energy is below its value at `V0` exactly at volumes larger than the
crossing volume, where `y = (B1 - 6)/(B1 - 4)`. -/
theorem below_iff_expanded {V0 B0 B1 V : ℝ} (hV0 : 0 < V0) (hB0 : 0 < B0)
    (hB1 : 6 < B1) (hV : 0 < V) :
    bmEnergy V0 B0 B1 V < bmEnergy V0 B0 B1 V0 ↔
      volumeAt V0 ((B1 - 6) / (B1 - 4)) < V := by
  have h4 : 0 < B1 - 4 := by linarith
  obtain ⟨hW, hcomp⟩ := volumeAt_spec hV0 (div_pos (sub_pos.mpr hB1) h4)
  rw [bmEnergy_lt_iff hV0 hB0, ← compression_lt_iff hV0 hV hW, hcomp, lt_div_iff₀ h4]
  constructor <;> intro h <;> linarith

/-- For `B1 < 4` the energy is below its value at `V0` exactly at volumes smaller than the
crossing volume, where `y = (6 - B1)/(4 - B1)`. -/
theorem below_iff_compressed {V0 B0 B1 V : ℝ} (hV0 : 0 < V0) (hB0 : 0 < B0)
    (hB1 : B1 < 4) (hV : 0 < V) :
    bmEnergy V0 B0 B1 V < bmEnergy V0 B0 B1 V0 ↔
      V < volumeAt V0 ((6 - B1) / (4 - B1)) := by
  have h4 : 0 < 4 - B1 := by linarith
  have h6 : 0 < 6 - B1 := by linarith
  obtain ⟨hW, hcomp⟩ := volumeAt_spec hV0 (div_pos h6 h4)
  rw [bmEnergy_lt_iff hV0 hB0, ← compression_lt_iff hV0 hW hV, hcomp, div_lt_iff₀ h4]
  constructor <;> intro h <;> linarith

/-- For `B1 < 4` the energy falls below any given level `M` at some compressed volume. -/
theorem unbounded_below {V0 B0 B1 : ℝ} (hV0 : 0 < V0) (hB0 : 0 < B0) (hB1 : B1 < 4) (M : ℝ) :
    ∃ V : ℝ, 0 < V ∧ V < V0 ∧ bmEnergy V0 B0 B1 V < M := by
  have hc : 0 < 9 * V0 * B0 / 16 := by positivity
  have hs := bmEnergy_sub hV0 B0 B1
  generalize 9 * V0 * B0 / 16 = c at hc hs
  have hcne : c ≠ 0 := hc.ne'
  have hd : 0 < 4 - B1 := by linarith
  have hdne : 4 - B1 ≠ 0 := hd.ne'
  obtain ⟨k, hk0, hk⟩ : ∃ k : ℝ, 0 ≤ k ∧ c * k = |M - bmEnergy V0 B0 B1 V0| :=
    ⟨|M - bmEnergy V0 B0 B1 V0| / c, by positivity, by field_simp⟩
  obtain ⟨r, hr0, hr⟩ : ∃ r : ℝ, 0 < r ∧ (4 - B1) * r = 3 + k :=
    ⟨(3 + k) / (4 - B1), by positivity, by field_simp⟩
  -- at y = 2 + r the linear factor is at most -(1 + k) and the square at least 1
  obtain ⟨hpos, hcomp⟩ := volumeAt_spec hV0 (show 0 < 2 + r by linarith)
  refine ⟨volumeAt V0 (2 + r), hpos,
    div_lt_self hV0 (Real.one_lt_rpow (by linarith) (by norm_num)), ?_⟩
  have hE := hs (volumeAt V0 (2 + r))
  rw [hcomp] at hE
  have hL : (B1 - 4) * (2 + r) + 6 - B1 ≤ -(1 + k) := by linarith
  have hq : 1 ≤ (2 + r - 1) ^ 2 := by nlinarith
  generalize (B1 - 4) * (2 + r) + 6 - B1 = L at hE hL
  generalize (2 + r - 1) ^ 2 = q at hE hq
  have hqL : q * L ≤ -(1 + k) := by
    have h1 := mul_nonneg (sub_nonneg.mpr hq) (show 0 ≤ -L by linarith)
    linarith
  have h2 := mul_le_mul_of_nonneg_left hqL hc.le
  have h3 := neg_abs_le (M - bmEnergy V0 B0 B1 V0)
  linarith

end

end BirchMurnaghanGlobalMinimum
```

```lean
#print axioms BirchMurnaghanGlobalMinimum.globalMinimum_iff
-- 'BirchMurnaghanGlobalMinimum.globalMinimum_iff' depends on axioms: [propext, Classical.choice, Quot.sound]
#print axioms BirchMurnaghanGlobalMinimum.below_iff_expanded
-- 'BirchMurnaghanGlobalMinimum.below_iff_expanded' depends on axioms: [propext, Classical.choice, Quot.sound]
#print axioms BirchMurnaghanGlobalMinimum.below_iff_compressed
-- 'BirchMurnaghanGlobalMinimum.below_iff_compressed' depends on axioms: [propext, Classical.choice, Quot.sound]
#print axioms BirchMurnaghanGlobalMinimum.unbounded_below
-- 'BirchMurnaghanGlobalMinimum.unbounded_below' depends on axioms: [propext, Classical.choice, Quot.sound]
```

## How the theorems and their proofs correspond to the derivation

`compression V0 V` is $y$, with a real exponent, and `volumeAt V0 y` is the inverse map $V_0/y^{3/2}$. `bmEnergy` is the customary cubic form with the additive constant set to zero, so its value at $V_0$ is zero. The factored form is proved in `bmEnergy_sub`, where `ring` does the algebra once $y = 1$ has been inserted at $V_0$.

`globalMinimum_iff` is the main statement. Its left side quantifies over all real `V` with `0 < V`, and its right side includes both endpoints. `globalMinimum_unique` adds the strict inequality at every other positive volume. `below_iff_expanded` and `below_iff_compressed` give the crossing volumes, written through `volumeAt`, and `unbounded_below` covers $B_1 < 4$.

Two lemmas link $y$ to volume. `compression_lt_iff` says that the smaller volume has the larger $y$, and `volumeAt_spec` says that every positive $y$ is attained. The sign criterion is `bmEnergy_lt_iff`.

In the main proof, the forward direction first derives `key`, the nonnegativity of $L$ at every positive $y$. It then contradicts `key` at the two explicit values of $y$ above, with `r` introduced by its defining equation so that the final step is arithmetic for `nlinarith` or `linarith`. The reverse direction adds the two nonnegative terms of $L$. The crossing theorems rewrite the volume comparison as one in $y$ and clear the denominator. In `unbounded_below`, the two factors are bounded separately and then multiplied.

## What is assumed about the parameters and the volume range

The condition $B_0 > 0$ stands for stability against a small uniform compression or expansion, and $V_0 > 0$ makes the reference volume physical. Both are assumed, while $B_1$ may be any real number. The file takes no derivatives: that $B_0$ and $B_1$ are the bulk modulus and its pressure derivative is the usual reading of the parameters, not a theorem here.

The interval $[4,6]$ belongs to the unrestricted range $V > 0$. On a bounded range, $V_0$ can remain the lowest point for other values of $B_1$, and the crossing theorems decide when it does. The interval also belongs to the energy alone; a pressure term or a thermal free energy added to the curve changes the function being minimised.

The statements concern exact real arithmetic. They don't cover rounding, the uncertainty of a fitted $B_1$ close to 4 or 6, or the convergence of a particular optimiser. At $B_1 = 6$ the minimum is still unique, but $E(V) - E(V_0) = 2c\,y\,(y-1)^2$ tends to zero as $V \to \infty$, so a numerical search with a finite tolerance may fail to tell a very large volume from the minimum.
